# Four energy doublets and three muon frequencies in symmetric linear F–μ–F in zero field without fluorine–fluorine coupling

Take a muon and one fluorine nucleus, both spin 1/2, on the $z$ axis, with dipolar energy $\mathbf S\cdot\mathbf I-3S_zI_z$ in units of their coupling ($\hbar=1$). The state $\uparrow\uparrow$ has energy $-1/2$. Between $\uparrow\downarrow$ and $\downarrow\uparrow$ every matrix element is $1/2$, so this pair splits into levels $0$ and $1$. With a second fluorine at the same distance on the other side, a flipped muon spin can pass its flip to either fluorine with equal amplitude. It therefore couples only to their symmetric combination. In the antisymmetric one, the diagonal energies $-1/2$ and $1/2$ of the two muon–fluorine pairs cancel, so it lies at zero energy.

## Three spins and their Hamiltonian

```lean
import Mathlib

noncomputable section

namespace LinearFMuF
```

Mathlib supplies the linear algebra; the namespace prefixes the names that follow.

```lean
/-- Amplitudes of three spins 1/2: muon, first fluorine, second fluorine (0 is up, 1 is down). -/
abbrev State := Fin 2 → Fin 2 → Fin 2 → ℂ
```

A state is eight complex amplitudes $\psi_{ijk}$, indexed by muon, first fluorine and second fluorine, with 0 for up and 1 for down.

```lean
/-- The spin-1/2 matrices for the directions x, y, z. -/
def spin : Fin 3 → Matrix (Fin 2) (Fin 2) ℂ :=
  ![!![0, 1 / 2; 1 / 2, 0], !![0, -Complex.I / 2; Complex.I / 2, 0], !![1 / 2, 0; 0, -1 / 2]]
```

These are $S_x,S_y,S_z$ with $\hbar=1$, numbered 0, 1, 2.

```lean
/-- A one-spin operator acting on the muon. -/
def muonOp (A : Matrix (Fin 2) (Fin 2) ℂ) : Module.End ℂ State where
  toFun ψ := fun i j k => ∑ l, A i l * ψ l j k
  map_add' ψ φ := by funext i j k; simp [Fin.sum_univ_two]; ring
  map_smul' c ψ := by funext i j k; simp [Fin.sum_univ_two]; ring
```

A $2\times2$ matrix $A$ acts on the muon index: $(A\psi)_{ijk}=\sum_l A_{il}\psi_{ljk}$. `Module.End` is the type of linear operators, so linearity is proved as part of the definition.

```lean
/-- A one-spin operator acting on the first fluorine. -/
def fluorineOp₁ (A : Matrix (Fin 2) (Fin 2) ℂ) : Module.End ℂ State where
  toFun ψ := fun i j k => ∑ l, A j l * ψ i l k
  map_add' ψ φ := by funext i j k; simp [Fin.sum_univ_two]; ring
  map_smul' c ψ := by funext i j k; simp [Fin.sum_univ_two]; ring
```

The same for the first fluorine.

```lean
/-- A one-spin operator acting on the second fluorine. -/
def fluorineOp₂ (A : Matrix (Fin 2) (Fin 2) ℂ) : Module.End ℂ State where
  toFun ψ := fun i j k => ∑ l, A k l * ψ i j l
  map_add' ψ φ := by funext i j k; simp [Fin.sum_univ_two]; ring
  map_smul' c ψ := by funext i j k; simp [Fin.sum_univ_two]; ring
```

And for the second.

```lean
/-- The dipolar Hamiltonian of linear F-mu-F along z, in units of the muon-fluorine coupling. -/
def hamiltonian : Module.End ℂ State :=
  (∑ a, muonOp (spin a) * fluorineOp₁ (spin a)
    - (3 : ℂ) • (muonOp (spin 2) * fluorineOp₁ (spin 2))) +
  (∑ a, muonOp (spin a) * fluorineOp₂ (spin a)
    - (3 : ℂ) • (muonOp (spin 2) * fluorineOp₂ (spin 2)))
```

This is $H=\sum_{n=1,2}(\mathbf S\cdot\mathbf I_n-3S_zI_{n,z})$; the product of operators is composition. The energy unit is the muon–fluorine dipolar coupling, equal for both nuclei. In SI units it is $\mu_0\gamma_\mu\gamma_F\hbar^2/(4\pi r^3)$, where $\mu_0$ is the vacuum permeability, $\gamma_\mu,\gamma_F$ are the gyromagnetic ratios of muon and fluorine, and $r$ is their distance; dividing by $\hbar$ gives the unit of angular frequency. The model is static and collinear, with no applied field, fluorine–fluorine coupling or other nuclei.

```lean
/-- The states with amplitudes `a, p, q, r` times `z.1` on up-up-up and the three states with one
spin down (muon, first, second fluorine), and times `z.2` on their spin-flipped partners. -/
def doublet (a p q r : ℂ) : ℂ × ℂ →ₗ[ℂ] State where
  toFun z := ![![![a * z.1, r * z.1], ![q * z.1, p * z.2]],
    ![![p * z.1, q * z.2], ![r * z.2, a * z.2]]]
  map_add' z w := by
    funext i j k
    fin_cases i <;> fin_cases j <;> fin_cases k <;> simp <;> ring
  map_smul' c z := by
    funext i j k
    fin_cases i <;> fin_cases j <;> fin_cases k <;> simp <;> ring
```

Four numbers $a,p,q,r$ fix a pattern on $\uparrow\uparrow\uparrow,\downarrow\uparrow\uparrow,\uparrow\downarrow\uparrow,\uparrow\uparrow\downarrow$ (here $r$ is an amplitude). The pair $z$ weights this pattern and its spin-flipped copy.

## Solving for the levels

```lean
/-- The Hamiltonian written out on the eight amplitudes. -/
theorem hamiltonian_apply (ψ : State) : hamiltonian ψ =
    ![![![-ψ 0 0 0, ψ 1 0 0 / 2], ![ψ 1 0 0 / 2, ψ 0 1 1 + (ψ 1 0 1 + ψ 1 1 0) / 2]],
      ![![ψ 1 0 0 + (ψ 0 1 0 + ψ 0 0 1) / 2, ψ 0 1 1 / 2], ![ψ 0 1 1 / 2, -ψ 1 1 1]]] := by
  funext i j k
  fin_cases i <;> fin_cases j <;> fin_cases k <;>
    simp [hamiltonian, muonOp, fluorineOp₁, fluorineOp₂, spin, Fin.sum_univ_three,
      Fin.sum_univ_two] <;>
    (ring_nf; try simp only [Complex.I_sq]; try ring_nf)
```

Applying the spin matrices gives, for example, $(H\psi)_{100}=\psi_{100}+\tfrac12(\psi_{010}+\psi_{001})$. `fin_cases` runs through all eight components.

```lean
/-- The eigenvalue equation splits into two systems of the same form, related by flipping
all spins. -/
theorem eigen_iff (μ : ℂ) (ψ : State) : hamiltonian ψ = μ • ψ ↔
    (-ψ 0 0 0 = μ * ψ 0 0 0 ∧ ψ 1 0 0 / 2 = μ * ψ 0 0 1 ∧ ψ 1 0 0 / 2 = μ * ψ 0 1 0 ∧
      ψ 1 0 0 + (ψ 0 1 0 + ψ 0 0 1) / 2 = μ * ψ 1 0 0) ∧
    (-ψ 1 1 1 = μ * ψ 1 1 1 ∧ ψ 0 1 1 / 2 = μ * ψ 1 1 0 ∧ ψ 0 1 1 / 2 = μ * ψ 1 0 1 ∧
      ψ 0 1 1 + (ψ 1 0 1 + ψ 1 1 0) / 2 = μ * ψ 0 1 1) := by
  rw [hamiltonian_apply]
  constructor
  · intro h
    have e := fun i j k => congrFun (congrFun (congrFun h i) j) k
    exact ⟨⟨e 0 0 0, e 0 0 1, e 0 1 0, e 1 0 0⟩, e 1 1 1, e 1 1 0, e 1 0 1, e 0 1 1⟩
  · rintro ⟨⟨a, b, c, d⟩, a', b', c', d'⟩
    simp only [funext_iff, Fin.forall_fin_two]
    exact ⟨⟨⟨a, b⟩, ⟨c, d'⟩⟩, ⟨⟨d, c'⟩, ⟨b', a'⟩⟩⟩
```

Write $s,t,u,v$ for $\psi_{000},\psi_{100},\psi_{010},\psi_{001}$. Then $H\psi=\mu\psi$ (here $\mu$ is an energy, not the muon) says
$$-s=\mu s,\quad \tfrac t2=\mu v,\quad \tfrac t2=\mu u,\quad t+\tfrac{u+v}2=\mu t,$$
together with the same equations for the flipped amplitudes. The proof compares components.

```lean
/-- A doublet whose amplitudes solve the four-amplitude system consists of eigenstates. -/
theorem doublet_eigen {μ a p q r : ℂ} (h1 : -a = μ * a) (h2 : p / 2 = μ * r)
    (h3 : p / 2 = μ * q) (h4 : p + (q + r) / 2 = μ * p) (z : ℂ × ℂ) :
    hamiltonian (doublet a p q r z) = μ • doublet a p q r z := by
  have key : ∀ x : ℂ, -(a * x) = μ * (a * x) ∧ p * x / 2 = μ * (r * x) ∧
      p * x / 2 = μ * (q * x) ∧ p * x + (q * x + r * x) / 2 = μ * (p * x) := fun x =>
    ⟨by linear_combination x * h1, by linear_combination x * h2,
      by linear_combination x * h3, by linear_combination x * h4⟩
  exact (eigen_iff _ _).2 ⟨key z.1, key z.2⟩
```

A solution of these four equations remains one when multiplied by $z_1$ or $z_2$, so the whole doublet consists of eigenstates. `linear_combination` checks each equation as a combination of known ones.

```lean
/-- If the solutions of the four-amplitude system are the multiples of one nonzero solution,
the energy level is two-dimensional. -/
theorem finrank_level {μ a p q r : ℂ} (hne : a ≠ 0 ∨ q ≠ 0) (h1 : -a = μ * a)
    (h2 : p / 2 = μ * r) (h3 : p / 2 = μ * q) (h4 : p + (q + r) / 2 = μ * p)
    (hs : ∀ s t u v : ℂ, -s = μ * s → t / 2 = μ * v → t / 2 = μ * u →
      t + (u + v) / 2 = μ * t → ∃ x, a * x = s ∧ p * x = t ∧ q * x = u ∧ r * x = v) :
    Module.finrank ℂ (hamiltonian.eigenspace μ) = 2 := by
  have hrange : hamiltonian.eigenspace μ = LinearMap.range (doublet a p q r) := by
    ext ψ
    rw [Module.End.mem_eigenspace_iff, LinearMap.mem_range]
    constructor
    · intro h
      obtain ⟨⟨a1, b1, c1, d1⟩, a2, b2, c2, d2⟩ := (eigen_iff μ ψ).1 h
      obtain ⟨x, xs, xt, xu, xv⟩ := hs _ _ _ _ a1 b1 c1 d1
      obtain ⟨y, ys, yt, yu, yv⟩ := hs _ _ _ _ a2 b2 c2 d2
      refine ⟨(x, y), ?_⟩
      simp only [funext_iff, Fin.forall_fin_two]
      exact ⟨⟨⟨xs, xv⟩, ⟨xu, yt⟩⟩, ⟨⟨xt, yu⟩, ⟨yv, ys⟩⟩⟩
    · rintro ⟨z, rfl⟩
      exact doublet_eigen h1 h2 h3 h4 z
  have hinj : Function.Injective (doublet a p q r) := by
    intro z w h
    have e := fun i j k => congrFun (congrFun (congrFun h i) j) k
    rcases hne with h0 | h0
    · exact Prod.ext (mul_left_cancel₀ h0 (show a * z.1 = a * w.1 from e 0 0 0))
        (mul_left_cancel₀ h0 (show a * z.2 = a * w.2 from e 1 1 1))
    · exact Prod.ext (mul_left_cancel₀ h0 (show q * z.1 = q * w.1 from e 0 1 0))
        (mul_left_cancel₀ h0 (show q * z.2 = q * w.2 from e 1 0 1))
  rw [hrange, LinearMap.finrank_range_of_inj hinj]
  simp
```

If every solution is a multiple of one pattern, the eigenspace is exactly the range of `doublet`. Since $a$ or $q$ is nonzero, different $z$ give different states, and the dimension is two.

```lean
/-- Every nonzero eigenstate has one of the four energies -1, 0, (1+√3)/2, (1-√3)/2. -/
theorem energy_mem {μ : ℂ} {ψ : State} (hψ : ψ ≠ 0) (h : hamiltonian ψ = μ • ψ) :
    μ = -1 ∨ μ = 0 ∨ μ = (((1 + √3) / 2 : ℝ) : ℂ) ∨ μ = (((1 - √3) / 2 : ℝ) : ℂ) := by
  have hr : ((√3 : ℝ) : ℂ) ^ 2 = 3 := by
    exact_mod_cast Real.sq_sqrt (by norm_num : (0 : ℝ) ≤ 3)
  by_contra hcon
  simp only [not_or] at hcon
  obtain ⟨n1, n2, n3, n4⟩ := hcon
  have hQ : 2 * μ ^ 2 - 2 * μ - 1 =
      2 * (μ - (((1 + √3) / 2 : ℝ) : ℂ)) * (μ - (((1 - √3) / 2 : ℝ) : ℂ)) := by
    push_cast
    linear_combination (1 / 2) * hr
  have hP : (μ + 1) * μ * (2 * μ ^ 2 - 2 * μ - 1) ≠ 0 := by
    rw [hQ]
    exact mul_ne_zero (mul_ne_zero (fun h => n1 (eq_neg_of_add_eq_zero_left h)) n2)
      (mul_ne_zero (mul_ne_zero two_ne_zero (sub_ne_zero.2 n3)) (sub_ne_zero.2 n4))
  -- the four-amplitude system has only the zero solution
  have key : ∀ s t u v : ℂ, (-s = μ * s ∧ t / 2 = μ * v ∧ t / 2 = μ * u ∧
      t + (u + v) / 2 = μ * t) → s = 0 ∧ t = 0 ∧ u = 0 ∧ v = 0 := by
    rintro s t u v ⟨h1, h2, h3, h4⟩
    refine ⟨(mul_eq_zero.1 ?_).resolve_left hP, (mul_eq_zero.1 ?_).resolve_left hP,
      (mul_eq_zero.1 ?_).resolve_left hP, (mul_eq_zero.1 ?_).resolve_left hP⟩
    · linear_combination (-μ * (2 * μ ^ 2 - 2 * μ - 1)) * h1
    · linear_combination ((μ + 1) * μ) * (-2 * μ * h4 - h2 - h3)
    · linear_combination ((μ + 1) / 2) * (-2 * μ * h4 - h2 - h3)
        - ((μ + 1) * (2 * μ ^ 2 - 2 * μ - 1)) * h3
    · linear_combination ((μ + 1) / 2) * (-2 * μ * h4 - h2 - h3)
        - ((μ + 1) * (2 * μ ^ 2 - 2 * μ - 1)) * h2
  obtain ⟨k1, k2⟩ := (eigen_iff μ ψ).1 h
  obtain ⟨s, t, u, v⟩ := key _ _ _ _ k1
  obtain ⟨s', t', u', v'⟩ := key _ _ _ _ k2
  apply hψ
  simp only [funext_iff, Fin.forall_fin_two]
  exact ⟨⟨⟨s, v⟩, ⟨u, t'⟩⟩, ⟨⟨t, u'⟩, ⟨v', s'⟩⟩⟩
```

Multiply the fourth equation by $2\mu$ and insert the second and third: $(2\mu^2-2\mu-1)t=0$. Also $(\mu+1)s=0$. If $\mu$ is none of the four listed values, then $s=t=0$, and $\mu u=\mu v=t/2$ gives $u=v=0$. Lean does this by multiplying each amplitude by $(\mu+1)\mu(2\mu^2-2\mu-1)\neq0$.

```lean
/-- The energies of linear F-mu-F are exactly -1, 0, (1+√3)/2 and (1-√3)/2, and each level is
two-dimensional. -/
theorem fmuf_spectrum :
    (∀ μ : ℂ, hamiltonian.HasEigenvalue μ ↔ μ = -1 ∨ μ = 0 ∨
      μ = (((1 + √3) / 2 : ℝ) : ℂ) ∨ μ = (((1 - √3) / 2 : ℝ) : ℂ)) ∧
    (∀ μ : ℂ, hamiltonian.HasEigenvalue μ →
      Module.finrank ℂ (hamiltonian.eigenspace μ) = 2) := by
  have hr : ((√3 : ℝ) : ℂ) ^ 2 = 3 := by
    exact_mod_cast Real.sq_sqrt (by norm_num : (0 : ℝ) ≤ 3)
  -- the two levels that solve 2 l ^ 2 = 2 l + 1
  have hl : ∀ l : ℂ, 2 * l ^ 2 = 2 * l + 1 →
      Module.finrank ℂ (hamiltonian.eigenspace l) = 2 := by
    intro l h
    refine finrank_level (a := 0) (p := 2 * l) (q := 1) (r := 1) (Or.inr one_ne_zero)
      (by simp) (by ring) (by ring) (by linear_combination -h) ?_
    intro s t u v h1 h2 h3 h4
    exact ⟨u, by linear_combination (-1 / 3) * (s * h + (2 * l - 4) * h1),
      by linear_combination -2 * h3, by ring,
      by linear_combination (2 * l - 2) * (h2 - h3) - (u - v) * h⟩
  have dim : ∀ μ : ℂ, (μ = -1 ∨ μ = 0 ∨ μ = (((1 + √3) / 2 : ℝ) : ℂ) ∨
      μ = (((1 - √3) / 2 : ℝ) : ℂ)) → Module.finrank ℂ (hamiltonian.eigenspace μ) = 2 := by
    rintro μ (rfl | rfl | rfl | rfl)
    · refine finrank_level (a := 1) (p := 0) (q := 0) (r := 0) (Or.inl one_ne_zero)
        (by simp) (by simp) (by simp) (by simp) ?_
      intro s t u v h1 h2 h3 h4
      have ht : t = 0 := by linear_combination (2 / 3) * h4 - (1 / 3) * h2 - (1 / 3) * h3
      exact ⟨s, by ring, by linear_combination -ht, by linear_combination -h3 + (1 / 2) * ht,
        by linear_combination -h2 + (1 / 2) * ht⟩
    · refine finrank_level (a := 0) (p := 0) (q := 1) (r := -1) (Or.inr one_ne_zero)
        (by simp) (by simp) (by simp) (by simp) ?_
      intro s t u v h1 h2 h3 h4
      exact ⟨u, by linear_combination h1, by linear_combination -2 * h2, by ring,
        by linear_combination -2 * h4 + 4 * h2⟩
    · exact hl _ (by push_cast; linear_combination (1 / 2) * hr)
    · exact hl _ (by push_cast; linear_combination (1 / 2) * hr)
  have mem : ∀ μ : ℂ, hamiltonian.HasEigenvalue μ → μ = -1 ∨ μ = 0 ∨
      μ = (((1 + √3) / 2 : ℝ) : ℂ) ∨ μ = (((1 - √3) / 2 : ℝ) : ℂ) := by
    intro μ h
    obtain ⟨ψ, hψ⟩ := h.exists_hasEigenvector
    exact energy_mem hψ.2 hψ.apply_eq_smul
  refine ⟨fun μ => ⟨mem μ, fun h => ?_⟩, fun μ h => dim μ (mem μ h)⟩
  have hd := dim μ h
  show hamiltonian.eigenspace μ ≠ ⊥
  intro hbot
  rw [hbot, finrank_bot] at hd
  omega
```

The eigenvalues, sought among all complex numbers, are exactly these four, each with a two-dimensional eigenspace. By hand:

- $\mu=-1$ forces $t=u=v=0$, leaving $\uparrow\uparrow\uparrow$.
- $\mu=0$ forces $s=t=0$ and $v=-u$, leaving $(\uparrow\downarrow\uparrow-\uparrow\uparrow\downarrow)/\sqrt2$.
- $\mu=l=(1\pm\sqrt3)/2$ forces $s=0$, $u=v$, $t=2lu$, leaving $(2l\downarrow\uparrow\uparrow+\uparrow\downarrow\uparrow+\uparrow\uparrow\downarrow)/(2\sqrt{1+l})$.

Each has its spin-flipped partner. The proof passes these patterns, unnormalised, to `finrank_level`.

## Which levels the muon spin connects

```lean
/-- The Hermitian inner product of two three-spin states. -/
def overlap (φ χ : State) : ℂ := ∑ i, ∑ j, ∑ k, starRingEnd ℂ (φ i j k) * χ i j k
```

This is $\langle\varphi|\chi\rangle$, conjugate-linear in the first argument.

```lean
/-- Selection rule: no muon operator connects a zero-energy state with an eigenstate of
nonzero energy. -/
theorem selection_rule {μ : ℂ} (hμ : μ ≠ 0) {ψ φ : State} (hψ : hamiltonian ψ = 0)
    (hφ : hamiltonian φ = μ • φ) (A : Matrix (Fin 2) (Fin 2) ℂ) :
    overlap φ (muonOp A ψ) = 0 ∧ overlap ψ (muonOp A φ) = 0 := by
  obtain ⟨⟨a, b, _, d⟩, a', b', _, d'⟩ := (eigen_iff 0 ψ).1 (by rw [hψ, zero_smul])
  obtain ⟨⟨_, e, f, _⟩, _, e', f', _⟩ := (eigen_iff μ φ).1 hφ
  -- ψ is odd and φ is even under exchange of the fluorines
  have p1 : ψ 0 0 0 = 0 := by linear_combination -a
  have p2 : ψ 1 0 0 = 0 := by linear_combination 2 * b
  have p3 : ψ 0 0 1 = -ψ 0 1 0 := by linear_combination 2 * d - 4 * b
  have p4 : ψ 1 1 1 = 0 := by linear_combination -a'
  have p5 : ψ 0 1 1 = 0 := by linear_combination 2 * b'
  have p6 : ψ 1 1 0 = -ψ 1 0 1 := by linear_combination 2 * d' - 4 * b'
  have q1 : φ 0 0 1 = φ 0 1 0 := mul_left_cancel₀ hμ (e.symm.trans f)
  have q2 : φ 1 1 0 = φ 1 0 1 := mul_left_cancel₀ hμ (e'.symm.trans f')
  constructor <;>
    simp only [overlap, muonOp, LinearMap.coe_mk, AddHom.coe_mk, Fin.sum_univ_two,
      p1, p2, p3, p4, p5, p6, q1, q2, map_neg, map_zero] <;> ring
```

Zero-energy states are odd under exchange of the fluorines; for $\mu\ne0$, $\mu u=\mu v$ makes eigenstates even. A muon operator preserves this parity, so both matrix elements vanish.

```lean
/-- A positive energy difference between two eigenstates that some muon spin component
connects. -/
def IsPrecessionFrequency (ω : ℝ) : Prop :=
  0 < ω ∧ ∃ (E E' : ℝ) (ψ φ : State) (a : Fin 3), hamiltonian ψ = (E : ℂ) • ψ ∧
    hamiltonian φ = (E' : ℂ) • φ ∧ ω = E - E' ∧ overlap φ (muonOp (spin a) ψ) ≠ 0
```

An angular frequency counts if it is a positive energy difference $E-E'$ and some $S_a$ has a nonzero matrix element between the two eigenstates. Intensities are not part of the definition.

```lean
/-- The muon precession frequencies of linear F-mu-F are exactly √3, (3+√3)/2 and (3-√3)/2. -/
theorem precession_frequencies (ω : ℝ) :
    IsPrecessionFrequency ω ↔ ω = √3 ∨ ω = (3 + √3) / 2 ∨ ω = (3 - √3) / 2 := by
  have hr : √3 ^ 2 = (3 : ℝ) := Real.sq_sqrt (by norm_num)
  have r0 : 0 < √3 := Real.sqrt_pos.2 (by norm_num)
  have r2 : √3 < 2 := by nlinarith
  constructor
  · rintro ⟨hω, E, E', ψ, φ, a, hψ, hφ, hd, hne⟩
    have ψ0 : ψ ≠ 0 := by
      rintro rfl
      exact hne (by simp [overlap])
    have φ0 : φ ≠ 0 := by
      rintro rfl
      exact hne (by simp [overlap])
    have hE : E = -1 ∨ E = 0 ∨ E = (1 + √3) / 2 ∨ E = (1 - √3) / 2 := by
      exact_mod_cast energy_mem ψ0 hψ
    have hE' : E' = -1 ∨ E' = 0 ∨ E' = (1 + √3) / 2 ∨ E' = (1 - √3) / 2 := by
      exact_mod_cast energy_mem φ0 hφ
    -- the zero-energy level does not take part
    have n : E ≠ 0 := by
      intro h0
      have h1 : E' ≠ 0 := fun h => by linarith
      exact hne (selection_rule (Complex.ofReal_ne_zero.2 h1)
        (by rw [hψ, h0, Complex.ofReal_zero, zero_smul]) hφ _).1
    have n' : E' ≠ 0 := by
      intro h0
      exact hne (selection_rule (Complex.ofReal_ne_zero.2 n)
        (by rw [hφ, h0, Complex.ofReal_zero, zero_smul]) hψ _).2
    rcases hE with h | h | h | h <;> rcases hE' with h' | h' | h' | h' <;>
      first
        | exact absurd h n
        | exact absurd h' n'
        | (exfalso; linarith)
        | (left; linarith)
        | (right; left; linarith)
        | (right; right; linarith)
  · -- explicit eigenstates and their matrix elements
    have hl : ∀ l : ℝ, 2 * l ^ 2 = 2 * l + 1 → hamiltonian (doublet 0 (2 * (l : ℂ)) 1 1 (1, 0)) =
        (l : ℂ) • doublet 0 (2 * (l : ℂ)) 1 1 (1, 0) := by
      intro l h
      have hc : 2 * (l : ℂ) ^ 2 = 2 * l + 1 := by exact_mod_cast h
      exact doublet_eigen (by simp) (by ring) (by ring) (by linear_combination -hc) _
    have hm : hamiltonian (doublet 1 0 0 0 (1, 0)) =
        ((-1 : ℝ) : ℂ) • doublet 1 0 0 0 (1, 0) :=
      doublet_eigen (by simp) (by simp) (by simp) (by simp) _
    have hx : ∀ l : ℝ, overlap (doublet 1 0 0 0 (1, 0))
        (muonOp (spin 0) (doublet 0 (2 * (l : ℂ)) 1 1 (1, 0))) = (l : ℂ) := by
      intro l
      simp [overlap, muonOp, doublet, spin, Fin.sum_univ_two]
    have hz : ∀ l m : ℝ, overlap (doublet 0 (2 * (m : ℂ)) 1 1 (1, 0))
        (muonOp (spin 2) (doublet 0 (2 * (l : ℂ)) 1 1 (1, 0))) = ((1 - 2 * l * m : ℝ) : ℂ) := by
      intro l m
      have h2 : starRingEnd ℂ (2 : ℂ) = 2 := map_ofNat (starRingEnd ℂ) 2
      simp [overlap, muonOp, doublet, spin, Fin.sum_univ_two]
      linear_combination (-((m : ℂ) * (l : ℂ))) * h2
    have hp : 2 * ((1 + √3) / 2) ^ 2 = 2 * ((1 + √3) / 2) + 1 := by
      linear_combination (1 / 2) * hr
    have hq : 2 * ((1 - √3) / 2) ^ 2 = 2 * ((1 - √3) / 2) + 1 := by
      linear_combination (1 / 2) * hr
    rintro (rfl | rfl | rfl)
    · refine ⟨r0, _, _, _, _, 2, hl _ hp, hl _ hq, by ring, ?_⟩
      have h2 : 1 - 2 * ((1 + √3) / 2) * ((1 - √3) / 2) = 2 := by
        linear_combination (1 / 2) * hr
      rw [hz, h2]
      norm_num
    · refine ⟨by linarith, _, _, _, _, 0, hl _ hp, hm, by ring, ?_⟩
      rw [hx]
      exact Complex.ofReal_ne_zero.2 (by positivity)
    · refine ⟨by linarith, _, _, _, _, 0, hl _ hq, hm, by ring, ?_⟩
      rw [hx]
      exact Complex.ofReal_ne_zero.2 (fun h => by nlinarith)

end LinearFMuF
```

With level 0 excluded, the positive differences among the other three are $\sqrt3$ and $(3\pm\sqrt3)/2$; the proof sorts the cases with `linarith`. All three occur. For normalised states, $S_x$ connects $\uparrow\uparrow\uparrow$ to level $l$ with element $l/(2\sqrt{1+l})$, and $S_z$ connects the two $l$ levels with element $1/\sqrt6$.

```lean
#print axioms LinearFMuF.fmuf_spectrum
#print axioms LinearFMuF.precession_frequencies
```

```
'LinearFMuF.fmuf_spectrum' depends on axioms: [propext, Classical.choice, Quot.sound]
'LinearFMuF.precession_frequencies' depends on axioms: [propext, Classical.choice, Quot.sound]
```

A numerical calculation builds the same $H$ as an $8\times8$ matrix from Kronecker products and diagonalises it. Eigenvectors within a doublet come out in an arbitrary basis, so squared matrix elements should be summed over each doublet before lines are compared. In this isolated, static three-spin model, a fitted frequency, once assigned to one of the three lines, gives the coupling and hence the muon–fluorine distance.
